# Darwin and symmetrised spin-orbit terms from [s·p,[s·p,V]], for Pauli spin commuting with p and V and noncommuting momenta

In a magnetic field my derivation of the spin-orbit term stops being trustworthy. For a Dirac particle (spin ½, no anomalous magnetic moment) of mass m and charge q with potential energy V, the static Foldy-Wouthuysen Hamiltonian contains −[σ·π,[σ·π,V]]/(8m²c²), where σ are the Pauli matrices and π = −iħ∇ − qA is the kinetic momentum for the vector potential A. I learned to read off ħ²∇²V/(8m²c²) and ħ σ·(∇V × π)/(4m²c²) by moving factors past each other "because the curl of a gradient vanishes". That step uses commuting derivatives, and the components of π do not commute. If V is also non-local, I cannot tell whether the one-sided operator is complete or even Hermitian.

I would like the split of the double commutator stated without assuming that the momenta commute, with the correct ordering of the spin-orbit term and its gauge behaviour, and I would like to see it machine-checked.

## The split needs only the Pauli relations and spin commuting with p and V

The split holds with no assumption on how the momenta commute among themselves, provided the spin components obey the Pauli relations and commute with the momenta and with V. The ordering that comes out is the symmetrised one.

Let the indices 0, 1, 2 stand for x, y, z and add them modulo 3. As a subscript i is an index, as a factor it is the imaginary unit. Let s_i, p_i and V be operators with

    s_i s_i = 1,   s_i s_{i+1} = i s_{i+2},   s_{i+1} s_i = −i s_{i+2},

    [s_i, p_j] = 0,   [s_i, V] = 0.

For vector operators a and b keep the order of factors fixed:

    a·b = Σ_i a_i b_i,   (a×b)_k = a_{k+1} b_{k+2} − a_{k+2} b_{k+1}.

Put P = s·p and G_i = [p_i, V].

If the a_i commute with the spin, then s_i a_i s_j b_j = s_i s_j a_i b_j. The three terms with i = j sum to a·b. The six others pair up; for example s_0 s_1 a_0 b_1 + s_1 s_0 a_1 b_0 = i s_2 (a×b)_2. Hence

    (s·a)(s·b) = a·b + i s·(a×b).

Since V commutes with s_i, we have s_i p_i V − V s_i p_i = s_i [p_i, V], so [P, V] = s·G. Each G_j is built from p_j and V and therefore commutes with the spin, so the identity applies in both orders:

    (s·p)(s·G) = p·G + i s·(p×G),

    (s·G)(s·p) = G·p + i s·(G×p).

Subtracting,

    [P,[P,V]] = Σ_i [p_i, G_i] + i s·(p×G − G×p).

The step you distrust is the replacement of p×G by −G×p. With u = k+1 and w = k+2,

    (p×G)_k = p_u p_w V − p_u V p_w − p_w p_u V + p_w V p_u,

    (G×p)_k = p_u V p_w − V p_u p_w − p_w V p_u + V p_w p_u.

The terms with V in the middle cancel in the sum, which leaves

    (p×G)_k + (G×p)_k = [(p×p)_k, V].

Eliminating p×G gives the one-sided form with its correction,

    [P,[P,V]] = Σ_i [p_i, G_i] − 2i s·(G×p) + i s·[p×p, V].

Now let s_i, p_i and V be Hermitian. Then G_i† = V p_i − p_i V = −G_i, and

    (p×G)_k† = −G_w p_u + G_u p_w = (G×p)_k.

So W = p×G − G×p has W_k† = −W_k. As s_k commutes with W_k, (s_k W_k)† = −s_k W_k, and the factor i makes i s·W Hermitian.

Finally let U be invertible and commute with s_i and V. The map x ↦ U x U⁻¹ respects sums, products and complex multiples and fixes s_i and V. Replacing p_i by U p_i U⁻¹ therefore turns i s·W into U (i s·W) U⁻¹.

## Kinetic momentum, local and non-local potentials

Take p = π. For V a smooth function of position, G = −iħ∇V and Σ[p_i, G_i] = −ħ²∇²V. Also π×π = iħqB with B = ∇×A, a function of position that commutes with V, so the correction vanishes and the spin-orbit term is −2ħ σ·(∇V × π). Multiplying by −1/(8m²c²) returns both of your expressions, so for a local V your one-sided form survives the magnetic field, with π in it. For U = exp(iqχ/ħ), χ a real function of position, U π U⁻¹ is the kinetic momentum for A + ∇χ, which is the gauge transformation meant above. These evaluations with differential operators interpret the theorems and are not themselves among them.

The correction matters when [p×p, V] ≠ 0. In one-particle electronic structure models with a spin-independent V, this can happen for a non-local potential in a magnetic field that varies in space, or when p and V are finite matrices in a basis. For the differential operators π in a uniform field, each component of π×π = iħqB is a multiple of the identity, so the correction vanishes for every V, local or not. The matrices of π in a finite basis need not obey this relation, and there the correction can remain. For Hermitian s, p and V we have (G×p)_k† = (p×G)_k, so the adjoint of −2i s·(G×p) is 2i s·(p×G) = −2i s·(G×p) + 2i s·[p×p, V]. The components X_k of X = [p×p, V] commute with the spin, so s_k (s·X) + (s·X) s_k = 2X_k, and s·X vanishes only if X does. Hence when [p×p, V] ≠ 0 the one-sided operator is neither Hermitian nor the whole spin-dependent part of the double commutator, while the symmetrised term is both; this last argument is not among the formal theorems.

## Operators as elements of a complex algebra

In the file `A` is the operator algebra, not the vector potential: any ring with complex scalars, with no restriction on dimension. A vector operator is a function `Fin 3 → A`, and addition in `Fin 3` wraps around, so `i + 1` and `i + 2` are the cyclic indices above. `IsPauli s` holds the three families of product relations; they are the product relations of the dimensionless spin-½ vector σ, which is twice the spin in units of ħ. `comm`, `dot` and `cross` are the commutator and the ordered products, `grad p V` is G (it includes the factor −iħ of the physical reading), `soVec p V` is W, and `darwin` and `spinOrbit` are the two terms.

`double_comm` states the split from `hs`, `hp` and `hV`. The hypothesis `hp` says that the momentum acts on orbital variables only, and `hV` that the potential is spin-independent. Both are assumed. `double_comm_ordered` states the one-sided form under the same hypotheses, and `curl_grad` has none. `spinOrbit_selfAdjoint` uses an abstract adjoint `star` that reverses products and conjugates scalars, and it does not need the Pauli relations. `spinOrbit_gauge` takes a unit `U : Aˣ`, invertible but not necessarily unitary, and needs only that it commutes with s and V.

The theorems concern the double commutator as an algebraic expression. The Foldy-Wouthuysen expansion that places it in the Hamiltonian, the prefactor −1/(8m²c²) and the reduction from four components to two are taken from the physics, and the extra terms of a time-dependent field are not treated. Unbounded operators enter only through an algebra on which all products are defined, such as differential operators with smooth coefficients, so `IsSelfAdjoint` then means formal symmetry, and the singular ∇²V of a point nucleus is not treated. Hermiticity and covariance are stated for `spinOrbit` and not for `darwin`. A non-local V generally fails to commute with exp(iqχ/ħ), so the covariance theorem does not apply to it.

In Lean 4 with Mathlib:

```lean
import Mathlib

open Complex Matrix
open scoped Kronecker

namespace CovariantSpinOrbit

noncomputable section

variable {A : Type*} [Ring A] [Algebra ℂ A]

/-- The Pauli product relations `s_i² = 1`, `s_i s_{i+1} = i s_{i+2}`,
`s_{i+1} s_i = -i s_{i+2}`, with cyclic indices. -/
structure IsPauli (s : Fin 3 → A) : Prop where
  sq : ∀ i, s i * s i = 1
  cyc : ∀ i, s i * s (i + 1) = I • s (i + 2)
  anti : ∀ i, s (i + 1) * s i = (-I) • s (i + 2)

/-- The commutator `[x, y]`. -/
def comm (x y : A) : A := x * y - y * x

/-- The ordered scalar product `a·b` of vector operators. -/
def dot (a b : Fin 3 → A) : A := ∑ i, a i * b i

/-- The ordered vector product `a × b` of vector operators. -/
def cross (a b : Fin 3 → A) (k : Fin 3) : A := a (k + 1) * b (k + 2) - a (k + 2) * b (k + 1)

/-- The vector operator `G_i = [p_i, V]`. -/
def grad (p : Fin 3 → A) (V : A) (i : Fin 3) : A := comm (p i) V

/-- The Darwin term `∑ [p_i, G_i]`. -/
def darwin (p : Fin 3 → A) (V : A) : A := ∑ i, comm (p i) (grad p V i)

/-- The orbital vector `p × G - G × p`. -/
def soVec (p : Fin 3 → A) (V : A) (k : Fin 3) : A :=
  cross p (grad p V) k - cross (grad p V) p k

/-- The spin-orbit term `i s·(p × G - G × p)`. -/
def spinOrbit (s p : Fin 3 → A) (V : A) : A := I • dot s (soVec p V)

/-- The gauge transform `U x U⁻¹` of an operator `x` by an invertible `U`. -/
def gauge (U : Aˣ) (x : A) : A := (U : A) * x * ((U⁻¹ : Aˣ) : A)

/-- Pauli identity `(s·a)(s·b) = a·b + i s·(a × b)` for vector operators with noncommuting
components, the components of `a` commuting with the spin. -/
theorem pauli_identity {s a : Fin 3 → A} (b : Fin 3 → A) (hs : IsPauli s)
    (ha : ∀ i j, Commute (s i) (a j)) :
    dot s a * dot s b = dot a b + I • dot s (cross a b) := by
  -- move the spin factors to the left
  have key : ∀ i j, s i * a i * (s j * b j) = s i * s j * (a i * b j) :=
    fun i j => (ha j i).symm.mul_mul_mul_comm _ _
  have h01 : s 0 * s 1 = I • s 2 := hs.cyc 0
  have h12 : s 1 * s 2 = I • s 0 := hs.cyc 1
  have h20 : s 2 * s 0 = I • s 1 := hs.cyc 2
  have h10 : s 1 * s 0 = (-I) • s 2 := hs.anti 0
  have h21 : s 2 * s 1 = (-I) • s 0 := hs.anti 1
  have h02 : s 0 * s 2 = (-I) • s 1 := hs.anti 2
  have c0 : cross a b 0 = a 1 * b 2 - a 2 * b 1 := rfl
  have c1 : cross a b 1 = a 2 * b 0 - a 0 * b 2 := rfl
  have c2 : cross a b 2 = a 0 * b 1 - a 1 * b 0 := rfl
  simp only [dot, Fin.sum_univ_three, add_mul, mul_add, key, hs.sq, h01, h12, h20, h10, h21,
    h02, c0, c1, c2, one_mul, smul_mul_assoc, mul_sub]
  module

omit [Algebra ℂ A] in
/-- A spin commuting with `p` and `V` commutes with `G_j = [p_j, V]`. -/
theorem commute_grad {s p : Fin 3 → A} {V : A} (hp : ∀ i j, Commute (s i) (p j))
    (hV : ∀ i, Commute (s i) V) (i j : Fin 3) : Commute (s i) (grad p V j) :=
  ((hp i j).mul_right (hV i)).sub_right ((hV i).mul_right (hp i j))

omit [Algebra ℂ A] in
/-- If the spin commutes with `V`, then `[s·p, V] = s·G`. -/
theorem comm_dot {s : Fin 3 → A} (p : Fin 3 → A) {V : A} (hV : ∀ i, Commute (s i) V) :
    comm (dot s p) V = dot s (grad p V) := by
  simp only [comm, dot, grad, Finset.sum_mul, Finset.mul_sum, ← Finset.sum_sub_distrib]
  refine Finset.sum_congr rfl fun i _ => ?_
  rw [← mul_assoc V, ← (hV i).eq]
  noncomm_ring

/-- For Pauli `s` commuting with `p` and `V`, and components `p_i` that need not commute with
each other, `[s·p, [s·p, V]] = ∑ [p_i, G_i] + i s·(p × G - G × p)`. -/
theorem double_comm {s p : Fin 3 → A} {V : A} (hs : IsPauli s)
    (hp : ∀ i j, Commute (s i) (p j)) (hV : ∀ i, Commute (s i) V) :
    comm (dot s p) (comm (dot s p) V) = darwin p V + spinOrbit s p V := by
  -- the Pauli identity for both orderings of `s·p` and `s·G`
  rw [comm_dot p hV, comm, pauli_identity _ hs hp, pauli_identity _ hs (commute_grad hp hV)]
  simp only [dot, darwin, spinOrbit, soVec, comm, Fin.sum_univ_three, mul_sub]
  module

omit [Algebra ℂ A] in
/-- The curl identity `p × G + G × p = [p × p, V]`, componentwise. -/
theorem curl_grad (p : Fin 3 → A) (V : A) (k : Fin 3) :
    cross p (grad p V) k + cross (grad p V) p k = comm (cross p p k) V := by
  simp only [cross, grad, comm]
  noncomm_ring

/-- One-sided ordering, for Pauli `s` commuting with `p` and `V`: `[s·p, [s·p, V]] = ∑ [p_i, G_i] -
2i s·(G × p) + i s·[p × p, V]`. -/
theorem double_comm_ordered {s p : Fin 3 → A} {V : A} (hs : IsPauli s)
    (hp : ∀ i j, Commute (s i) (p j)) (hV : ∀ i, Commute (s i) V) :
    comm (dot s p) (comm (dot s p) V) = darwin p V - (2 * I) • dot s (cross (grad p V) p)
      + I • dot s (fun k => comm (cross p p k) V) := by
  rw [double_comm hs hp hV]
  simp only [spinOrbit, soVec, dot, ← curl_grad, Fin.sum_univ_three, mul_sub, mul_add]
  module

/-- For self-adjoint `s`, `p`, `V` with `s` commuting with `p` and `V`, the term
`i s·(p × G - G × p)` is self-adjoint. -/
theorem spinOrbit_selfAdjoint [StarRing A] [StarModule ℂ A] {s p : Fin 3 → A} {V : A}
    (hp : ∀ i j, Commute (s i) (p j)) (hV : ∀ i, Commute (s i) V)
    (ss : ∀ i, IsSelfAdjoint (s i)) (sp : ∀ i, IsSelfAdjoint (p i)) (sV : IsSelfAdjoint V) :
    IsSelfAdjoint (spinOrbit s p V) := by
  have hG := commute_grad hp hV
  -- the orbital vector is anti-self-adjoint
  have hw : ∀ k, star (soVec p V k) = -soVec p V k := by
    intro k
    simp only [soVec, cross, grad, comm, star_sub, star_mul, fun i => (sp i).star_eq,
      sV.star_eq]
    noncomm_ring
  have hc : ∀ k, Commute (s k) (soVec p V k) := fun k =>
    (((hp _ _).mul_right (hG _ _)).sub_right ((hp _ _).mul_right (hG _ _))).sub_right
      (((hG _ _).mul_right (hp _ _)).sub_right ((hG _ _).mul_right (hp _ _)))
  have ht : ∀ k, star (s k * soVec p V k) = -(s k * soVec p V k) := by
    intro k
    rw [star_mul, hw, (ss k).star_eq, neg_mul, (hc k).eq]
  have hI : star I = -I := Complex.conj_I
  rw [IsSelfAdjoint, spinOrbit, star_smul, dot, star_sum]
  simp only [ht, Finset.sum_neg_distrib, hI, neg_smul, smul_neg, neg_neg]

/-- Gauge covariance: if `U` commutes with `s` and `V`, replacing `p` by `U p U⁻¹` turns the
spin-orbit term into its transform by `U`. -/
theorem spinOrbit_gauge (U : Aˣ) {s : Fin 3 → A} (p : Fin 3 → A) {V : A}
    (hs : ∀ i, Commute (U : A) (s i)) (hV : Commute (U : A) V) :
    spinOrbit s (fun i => gauge U (p i)) V = gauge U (spinOrbit s p V) := by
  have hmul : ∀ x y, gauge U (x * y) = gauge U x * gauge U y := by
    intro x y
    simp only [gauge, mul_assoc, Units.inv_mul_cancel_left]
  have hsub : ∀ x y, gauge U (x - y) = gauge U x - gauge U y := by
    intro x y
    simp only [gauge, mul_sub, sub_mul]
  have hadd : ∀ x y, gauge U (x + y) = gauge U x + gauge U y := by
    intro x y
    simp only [gauge, mul_add, add_mul]
  have hsmul : ∀ x, gauge U (I • x) = I • gauge U x := by
    intro x
    simp only [gauge, mul_smul_comm, smul_mul_assoc]
  have hfix : ∀ x, Commute (U : A) x → gauge U x = x := by
    intro x hx
    rw [gauge, hx.eq, mul_assoc, Units.mul_inv, mul_one]
  -- transform everything, then use that `s` and `V` are fixed
  simp only [spinOrbit, dot, soVec, cross, grad, comm, Fin.sum_univ_three, hsmul, hadd, hsub,
    hmul, hfix V hV, fun i => hfix (s i) (hs i)]

/-- The Pauli matrices. -/
def pauli : Fin 3 → Matrix (Fin 2) (Fin 2) ℂ :=
  ![!![0, 1; 1, 0], !![0, -I; I, 0], !![1, 0; 0, -1]]

/-- The matrices `σ_i ⊗ 1` on `ℂ² ⊗ ℂ²`. -/
def left (i : Fin 3) : Matrix (Fin 2 × Fin 2) (Fin 2 × Fin 2) ℂ :=
  pauli i ⊗ₖ (1 : Matrix (Fin 2) (Fin 2) ℂ)

/-- The matrices `1 ⊗ σ_i` on `ℂ² ⊗ ℂ²`. -/
def right (i : Fin 3) : Matrix (Fin 2 × Fin 2) (Fin 2 × Fin 2) ℂ :=
  (1 : Matrix (Fin 2) (Fin 2) ℂ) ⊗ₖ pauli i

/-- The Pauli matrices satisfy the Pauli product relations. -/
theorem pauli_isPauli : IsPauli pauli := by
  have h : (pauli 0 * pauli 0 = 1 ∧ pauli 1 * pauli 1 = 1 ∧ pauli 2 * pauli 2 = 1) ∧
      (pauli 0 * pauli 1 = I • pauli 2 ∧ pauli 1 * pauli 2 = I • pauli 0 ∧
        pauli 2 * pauli 0 = I • pauli 1) ∧
      (pauli 1 * pauli 0 = (-I) • pauli 2 ∧ pauli 2 * pauli 1 = (-I) • pauli 0 ∧
        pauli 0 * pauli 2 = (-I) • pauli 1) := by
    refine ⟨⟨?_, ?_, ?_⟩, ⟨?_, ?_, ?_⟩, ⟨?_, ?_, ?_⟩⟩ <;> ext i j <;> fin_cases i <;>
      fin_cases j <;> simp [pauli, Matrix.mul_apply, Fin.sum_univ_two]
  obtain ⟨⟨a0, a1, a2⟩, ⟨b0, b1, b2⟩, c0, c1, c2⟩ := h
  refine ⟨fun i => ?_, fun i => ?_, fun i => ?_⟩ <;> fin_cases i
  exacts [a0, a1, a2, b0, b1, b2, c0, c1, c2]

/-- With `s = σ ⊗ 1`, `p = 1 ⊗ σ`, `V = 1 ⊗ σ_z`: `s` is Pauli and commutes with `p` and `V`,
while `(p × G - G × p)_z` and `[(p × p)_x, V]` are both nonzero. -/
theorem double_comm_witness :
    IsPauli left ∧ (∀ i j, Commute (left i) (right j)) ∧ (∀ i, Commute (left i) (right 2)) ∧
      soVec right (right 2) 2 ≠ 0 ∧ comm (cross right right 0) (right 2) ≠ 0 := by
  have hc : ∀ i j, Commute (left i) (right j) := by
    intro i j
    simp only [Commute, SemiconjBy, left, right, ← mul_kronecker_mul, mul_one, one_mul]
  have e1 : (2 : Fin 3) + 1 = 0 := rfl
  have e2 : (2 : Fin 3) + 2 = 1 := rfl
  refine ⟨⟨fun i => ?_, fun i => ?_, fun i => ?_⟩, hc, fun i => hc i 2, ?_, ?_⟩
  · simp only [left, ← mul_kronecker_mul, pauli_isPauli.sq, mul_one, one_kronecker_one]
  · simp only [left, ← mul_kronecker_mul, pauli_isPauli.cyc, mul_one, smul_kronecker]
  · simp only [left, ← mul_kronecker_mul, pauli_isPauli.anti, mul_one, smul_kronecker]
  · intro h
    have h' := congrFun (congrFun h (0, 0)) (0, 0)
    simp only [soVec, cross, grad, comm, e1, e2, right, mul_sub, sub_mul,
      ← mul_kronecker_mul, mul_one] at h'
    simp [pauli, Complex.ext_iff] at h'
    all_goals norm_num at h'
  · intro h
    have h' := congrFun (congrFun h (0, 0)) (0, 1)
    simp only [cross, comm, zero_add, right, mul_sub, sub_mul,
      ← mul_kronecker_mul, mul_one] at h'
    simp [pauli, Complex.ext_iff] at h'
    all_goals norm_num at h'

end

end CovariantSpinOrbit
```

```lean
#print axioms CovariantSpinOrbit.double_comm_ordered
#print axioms CovariantSpinOrbit.spinOrbit_selfAdjoint
#print axioms CovariantSpinOrbit.spinOrbit_gauge
```

```
'CovariantSpinOrbit.double_comm_ordered' depends on axioms: [propext, Classical.choice, Quot.sound]
'CovariantSpinOrbit.spinOrbit_selfAdjoint' depends on axioms: [propext, Classical.choice, Quot.sound]
'CovariantSpinOrbit.spinOrbit_gauge' depends on axioms: [propext, Classical.choice, Quot.sound]
```

## From the Pauli identity to the two-qubit example

In `pauli_identity`, `key` is the move s_i a_i s_j b_j = s_i s_j a_i b_j, and it is the only use of `ha`; nothing is required of b. `h01` to `h02` are the six off-diagonal spin products and `c0` to `c2` the components of a×b. After the nine terms are expanded and the spin products replaced, `module` compares complex coefficients, treating each operator product as an independent symbol.

`commute_grad` builds [s_i, G_j] = 0 from the closure of commutation under products and differences. `comm_dot` proves [P, V] = s·G term by term, moving V past s_i once. `double_comm` follows the derivation line by line: it rewrites the inner commutator, opens the outer one, applies `pauli_identity` with `hp` to (s·p)(s·G) and with `commute_grad hp hV` to (s·G)(s·p), and collects terms.

`curl_grad` is the eight-term cancellation, carried out by `noncomm_ring`. `double_comm_ordered` uses it backwards, writing [p×p, V] as p×G + G×p so that both sides are linear in the same products.

In `spinOrbit_selfAdjoint`, `hw` is W_k† = −W_k, `hc` is [s_k, W_k] = 0, `ht` combines them, and `hI` supplies the second sign. In `spinOrbit_gauge`, `hmul`, `hsub`, `hadd` and `hsmul` push the conjugation through the expression on the right-hand side down to s, p and V, and `hfix` removes it from s and V.

`double_comm_witness` gives an example on ℂ²⊗ℂ² with s_i = σ_i⊗1 (`left`), p_i = 1⊗σ_i (`right`) and V = 1⊗σ_z (`right 2`). It states that these satisfy the three hypotheses of `double_comm`, that W_2 ≠ 0, and that [(p×p)_0, V] ≠ 0. The Pauli relations for `left` come from `pauli_isPauli`, checked entry by entry, and the product rule for Kronecker products. On the second factor G_0 = −2iσ_y, G_1 = 2iσ_x and G_2 = 0, so W_2 = 4i − (−4i) = 8i times the identity, while (p×p)_0 = 2iσ_x gives [(p×p)_0, V] = 4σ_y. The proof picks one matrix entry of each, equal to 8i and −4i, and shows that it is not zero. The matrices are not a model of an atom; they show that the hypotheses allow p×G ≠ −G×p, so the replacement in your derivation needs [p×p, V] = 0 as a separate condition.
